# With positive semidefinite coupling, direct RPA has no more levels up to any energy than there are bare gaps

Q: Before I ask an eigensolver for all direct-RPA excitations up to an energy $\lambda$, I count the orbital-energy gaps up to $\lambda$ and request that many roots. Is that always enough?

A: In a finite basis with real orbitals, positive gaps and a positive semidefinite coupling, yes. Label each occupied-to-empty transition by $i$. Its bare gap $D_i$ is the energy of the empty orbital minus that of the occupied one. The coupling $K$ holds the Coulomb integrals between transition densities, with the spin factor included. Direct RPA omits exchange from the coupling, so the excitation amplitudes $X$ and de-excitation amplitudes $Y$ obey

$$(D+K)X+KY=wX,\qquad KX+(D+K)Y=-wY,$$

where $w$ is the frequency, usually written $\omega$.

In Lean 4 with Mathlib:

```lean
import Mathlib

open Matrix

namespace DirectRPABareGap

variable {n : Type*} [Fintype n] [DecidableEq n]

/-- The direct-RPA equations with `A = D + K` and `B = K`, for excitation amplitudes `X`,
de-excitation amplitudes `Y` and frequency `w`. -/
def IsRPASolution (D : n → ℝ) (K : Matrix n n ℝ) (w : ℝ) (X Y : n → ℝ) : Prop :=
  (diagonal D + K) *ᵥ X + K *ᵥ Y = w • X ∧
    K *ᵥ X + (diagonal D + K) *ᵥ Y = -(w • Y)
```

Q: That is the problem I solve. But I hear the theorem is about a different matrix.

A: It is about the Casida matrix $C=S(D+2K)S$, where $S$ is diagonal with entries $s_i$ and $s_i^2=D_i$. It is symmetric and half the size of the RPA problem.

```lean
/-- The Casida matrix `S (D + 2K) S`, where `S` is the diagonal matrix with entries `s`. -/
def casida (s D : n → ℝ) (K : Matrix n n ℝ) : Matrix n n ℝ :=
  diagonal s * (diagonal D + (2 : ℝ) • K) * diagonal s
```

Q: Where is the square root taken?

A: Nowhere. `s` is any real vector satisfying `hs`, which forces $D_i\ge 0$ and allows every positive gap. Since diagonal matrices commute, $SDS=D^2$, so $C=D^2+2SKS$. The proof checks this entry by entry, and only the diagonal entries use `hs`.

```lean
/-- If `S² = D`, the Casida matrix is `D² + 2 S K S`. -/
theorem casida_eq {s D : n → ℝ} (hs : ∀ i, s i ^ 2 = D i) (K : Matrix n n ℝ) :
    casida s D K =
      diagonal (fun i => D i ^ 2) + (2 : ℝ) • (diagonal s * K * diagonal s) := by
  ext i j
  simp only [casida, mul_diagonal, diagonal_mul, Matrix.add_apply, Matrix.smul_apply,
    smul_eq_mul]
  rcases eq_or_ne i j with rfl | h
  · simp only [diagonal_apply_eq]
    linear_combination D i * hs i
  · simp only [diagonal_apply_ne _ h]
    ring
```

The next two lemmas write out $(CT)_i=s_i\,[D_i s_iT_i+2(KST)_i]$ and show that $C$ is symmetric when $K$ is.

```lean
/-- The action of the Casida matrix on a vector, component by component. -/
theorem casida_mulVec (s D : n → ℝ) (K : Matrix n n ℝ) (T : n → ℝ) (i : n) :
    (casida s D K *ᵥ T) i =
      s i * (D i * (s i * T i) + 2 * (K *ᵥ fun j => s j * T j) i) := by
  have h : diagonal s *ᵥ T = fun j => s j * T j := by
    ext j
    rw [mulVec_diagonal]
  rw [casida, ← mulVec_mulVec, ← mulVec_mulVec, h]
  simp only [add_mulVec, smul_mulVec, Pi.add_apply, Pi.smul_apply, smul_eq_mul,
    mulVec_diagonal]

/-- The Casida matrix of a symmetric coupling is symmetric. -/
theorem casida_isHermitian (s D : n → ℝ) {K : Matrix n n ℝ} (hK : K.IsHermitian) :
    (casida s D K).IsHermitian := by
  unfold Matrix.IsHermitian casida
  simp only [conjTranspose_add, conjTranspose_smul, conjTranspose_mul,
    diagonal_conjTranspose, star_trivial, hK.eq, Matrix.mul_assoc]
```

Q: Why should eigenvalues of $C$ say anything about my frequencies?

A: Subtract and add the two RPA equations:

$$D(X-Y)=w(X+Y),\qquad (D+2K)(X+Y)=w(X-Y).$$

Put $T=S(X-Y)$. The first equation gives $ST=w(X+Y)$, and then the second gives

$$CT=S(D+2K)ST=wS(D+2K)(X+Y)=w^2T.$$

If $T$ were zero, then $w\ne0$ would give $X+Y=0$, the second equation would give $X-Y=0$, and both amplitudes would vanish.

In the code, `e1` and `e2` are the components of the two equations, `hc` is $ST=w(X+Y)$, and `linear_combination` does the adding and subtracting. No normalisation is imposed. With the usual $X\cdot X-Y\cdot Y=1$ and $w>0$, one finds $T\cdot T=w$, so the unit eigenvector is $T/\sqrt w$.

```lean
/-- If `S² = D`, a nonzero direct-RPA solution `X`, `Y` of frequency `w ≠ 0` gives the nonzero
eigenvector `S (X - Y)` of the Casida matrix, with eigenvalue `w²`. -/
theorem casida_of_rpa {s D : n → ℝ} (hs : ∀ i, s i ^ 2 = D i) {K : Matrix n n ℝ}
    {w : ℝ} (hw : w ≠ 0) {X Y : n → ℝ} (h0 : X ≠ 0 ∨ Y ≠ 0)
    (h : IsRPASolution D K w X Y) :
    (fun i => s i * (X i - Y i)) ≠ 0 ∧
      casida s D K *ᵥ (fun i => s i * (X i - Y i)) =
        w ^ 2 • fun i => s i * (X i - Y i) := by
  have e1 := fun i => congrFun h.1 i
  have e2 := fun i => congrFun h.2 i
  simp only [add_mulVec, Pi.add_apply, mulVec_diagonal, Pi.smul_apply, Pi.neg_apply,
    smul_eq_mul] at e1 e2
  -- the difference of the two equations: D (X - Y) = w (X + Y)
  have hc : ∀ i, s i * (s i * (X i - Y i)) = w * (X i + Y i) := fun i => by
    linear_combination (X i - Y i) * hs i + e1 i - e2 i
  refine ⟨fun hT => ?_, ?_⟩
  · have hp : ∀ i, X i + Y i = 0 := fun i => by
      have a : s i * (X i - Y i) = 0 := congrFun hT i
      have b := hc i
      rw [a, mul_zero] at b
      exact (mul_eq_zero.1 b.symm).resolve_left hw
    have hXY : X + Y = 0 := funext hp
    have hm : ∀ i, X i - Y i = 0 := fun i => by
      have a : (K *ᵥ X) i + (K *ᵥ Y) i = 0 := by
        rw [← Pi.add_apply, ← mulVec_add, hXY, mulVec_zero, Pi.zero_apply]
      have b : w * (X i - Y i) = 0 := by
        linear_combination D i * hp i + 2 * a - e1 i - e2 i
      exact (mul_eq_zero.1 b).resolve_left hw
    have hX : X = 0 := funext fun i => by
      simp only [Pi.zero_apply]
      linarith [hp i, hm i]
    have hY : Y = 0 := funext fun i => by
      simp only [Pi.zero_apply]
      linarith [hp i, hm i]
    exact h0.elim (fun h => h hX) (fun h => h hY)
  · have hf : (fun j => s j * (s j * (X j - Y j))) = w • (X + Y) := funext hc
    ext i
    rw [casida_mulVec, hf, mulVec_smul, mulVec_add]
    simp only [Pi.smul_apply, Pi.add_apply, smul_eq_mul]
    linear_combination s i * D i * hc i + s i * w * (e1 i + e2 i)
```

Q: Now the physics. What pushes the levels up?

A: The Coulomb self-energy of a real transition density is never negative. The hypothesis `K.PosSemidef` stands for that fact; it is assumed, not derived from the integrals. For any real vector $x$,

$$x\cdot Cx=\sum_i (D_ix_i)^2+2\,(Sx)\cdot K(Sx)\ \ge\ \sum_i (D_ix_i)^2.$$

The lemma applies positivity to the vector $Sx$, establishes the equality as `e`, and drops the non-negative term.

```lean
/-- If `S² = D` and the coupling is positive semidefinite, the quadratic form of the Casida
matrix is at least that of the squared bare gaps. -/
theorem bare_form_le {s D : n → ℝ} (hs : ∀ i, s i ^ 2 = D i) {K : Matrix n n ℝ}
    (hK : K.PosSemidef) (x : n → ℝ) :
    ∑ i, (D i * x i) ^ 2 ≤ x ⬝ᵥ casida s D K *ᵥ x := by
  have h := hK.dotProduct_mulVec_nonneg (fun j => s j * x j)
  rw [star_trivial] at h
  have e : x ⬝ᵥ casida s D K *ᵥ x = ∑ i, (D i * x i) ^ 2
      + 2 * ((fun j => s j * x j) ⬝ᵥ K *ᵥ fun j => s j * x j) := by
    simp only [dotProduct, casida_mulVec, Finset.mul_sum, ← Finset.sum_add_distrib]
    refine Finset.sum_congr rfl fun i _ => ?_
    linear_combination D i * x i ^ 2 * hs i
  linarith
```

Q: An inequality between quadratic forms is not yet a count of eigenvalues.

A: Dimension counting supplies the rest. Take a symmetric matrix $M$, a number $E$ and a set $P$ of indices, and suppose $x\cdot Mx>E\,x\cdot x$ for every nonzero $x$ that vanishes on $P$. Let $v_j$ be orthonormal eigenvectors with eigenvalues $e_j\le E$. Any combination $x=\sum_j c_jv_j$ has

$$x\cdot Mx=\sum_j e_jc_j^2\le E\sum_j c_j^2=E\,x\cdot x.$$

If $x$ also vanishes on $P$, it must therefore be zero, and so are all the $c_j$. The linear map from the coefficients $c_j$ to the components $x_i$ with $i\in P$ is thus injective, so there are at most $|P|$ such eigenvectors.

In the proof, the columns of `V` are the $v_j$, `hV` is their orthonormality, `hMV` is the eigenvalue equation, and `L` is the map just described. `hinj` shows that it is injective, and comparing dimensions gives the bound.

```lean
/-- If the quadratic form of a real symmetric matrix exceeds `E` times the squared norm on
all nonzero vectors vanishing on `P`, at most `|P|` eigenvalues are at most `E`. -/
theorem card_eigenvalues_le {M : Matrix n n ℝ} (hM : M.IsHermitian) (E : ℝ) (P : Finset n)
    (h : ∀ x : n → ℝ, x ≠ 0 → (∀ i ∈ P, x i = 0) → E * (x ⬝ᵥ x) < x ⬝ᵥ M *ᵥ x) :
    (Finset.univ.filter fun j => hM.eigenvalues j ≤ E).card ≤ P.card := by
  obtain ⟨U, hU, hMU⟩ : ∃ U : Matrix n n ℝ, Uᵀ * U = 1 ∧
      ∀ j, M *ᵥ (fun i => U i j) = hM.eigenvalues j • fun i => U i j :=
    ⟨hM.eigenvectorUnitary, by
      rw [← conjTranspose_eq_transpose_of_trivial]
      exact mem_unitaryGroup_iff'.1 hM.eigenvectorUnitary.2,
      fun j => hM.mulVec_eigenvectorBasis j⟩
  -- the columns of V are the eigenvectors with eigenvalue at most E
  let V : Matrix n {j // hM.eigenvalues j ≤ E} ℝ := Matrix.of fun i j => U i j.1
  have hV : Vᵀ * V = 1 := by
    ext j k
    have h := congrFun (congrFun hU j.1) k.1
    simpa [V, Matrix.mul_apply, Matrix.one_apply, Subtype.ext_iff] using h
  have hMV : (M * V : Matrix n {j // hM.eigenvalues j ≤ E} ℝ) =
      (V * diagonal (fun j : {j // hM.eigenvalues j ≤ E} => hM.eigenvalues j.1) :
        Matrix n {j // hM.eigenvalues j ≤ E} ℝ) := by
    ext i j
    rw [mul_diagonal, Matrix.mul_apply]
    exact (congrFun (hMU j.1) i).trans (mul_comm _ _)
  have hiso : ∀ a b, (V *ᵥ a) ⬝ᵥ (V *ᵥ b) = a ⬝ᵥ b := fun a b => by
    rw [dotProduct_mulVec, ← mulVec_transpose, mulVec_mulVec, hV, one_mulVec]
  let L := (V.submatrix (Subtype.val : P → n) id).mulVecLin
  have hinj : Function.Injective L := by
    refine (injective_iff_map_eq_zero L).2 fun c hc => ?_
    by_contra hne
    have hx : V *ᵥ c ≠ 0 := fun h0 => hne (by
      rw [← one_mulVec c, ← hV, ← mulVec_mulVec, h0, mulVec_zero])
    have hlt := h (V *ᵥ c) hx fun i hi => congrFun hc ⟨i, hi⟩
    rw [mulVec_mulVec, hMV, ← mulVec_mulVec, hiso, hiso] at hlt
    refine not_le_of_gt hlt ?_
    simp only [dotProduct, mulVec_diagonal, Finset.mul_sum]
    exact Finset.sum_le_sum fun j _ => by
      nlinarith [mul_le_mul_of_nonneg_right j.2 (mul_self_nonneg (c j))]
  have hcard := LinearMap.finrank_le_finrank_of_injective hinj
  simpa [Module.finrank_fintype_fun_eq_card, Fintype.card_subtype] using hcard
```

Q: And $P$ is the set of gaps up to $\lambda$?

A: Yes. If $x\neq0$ vanishes wherever $D_i\le\lambda$, only components with $D_i>\lambda\ge0$ survive. For these $D_i^2>\lambda^2$, hence

$$x\cdot Cx\ \ge\ \sum_i D_i^2x_i^2\ >\ \lambda^2\,x\cdot x.$$

The code splits each term by whether $D_i\le\lambda$, and a nonzero component `k` makes the sum strictly larger. In the statement, `lam` is $\lambda$, `eigenvalues` lists the eigenvalues of $C$ with multiplicity, and each `card` counts the indices that pass the filter.

```lean
/-- For bare gaps `D = S²`, positive semidefinite coupling and `lam ≥ 0`, the Casida matrix
has at most as many eigenvalues up to `lam²`, with multiplicity, as there are bare gaps up
to `lam`. -/
theorem card_rpa_le_card_bare {s D : n → ℝ} (hs : ∀ i, s i ^ 2 = D i) {K : Matrix n n ℝ}
    (hK : K.PosSemidef) {lam : ℝ} (hlam : 0 ≤ lam) :
    (Finset.univ.filter fun j =>
      (casida_isHermitian s D hK.isHermitian).eigenvalues j ≤ lam ^ 2).card ≤
    (Finset.univ.filter fun i => D i ≤ lam).card := by
  refine card_eigenvalues_le _ _ _ fun x hx h0 => ?_
  refine lt_of_lt_of_le ?_ (bare_form_le hs hK x)
  have hz : ∀ i, D i ≤ lam → x i = 0 := fun i hi =>
    h0 i (Finset.mem_filter.2 ⟨Finset.mem_univ i, hi⟩)
  obtain ⟨k, hk⟩ := Function.ne_iff.1 hx
  have hk' : x k ≠ 0 := hk
  simp only [dotProduct, Finset.mul_sum]
  -- only components with a gap above lam survive
  refine Finset.sum_lt_sum (fun i _ => ?_) ⟨k, Finset.mem_univ k, ?_⟩
  · rcases le_or_gt (D i) lam with hi | hi
    · simp [hz i hi]
    · have hsq : lam ^ 2 ≤ D i ^ 2 := by nlinarith
      nlinarith [mul_le_mul_of_nonneg_right hsq (sq_nonneg (x i))]
  · have hi : lam < D k := lt_of_not_ge fun hi => hk' (hz k hi)
    have hsq : lam ^ 2 < D k ^ 2 := by nlinarith
    have hpos : 0 < x k ^ 2 := by positivity
    nlinarith [mul_lt_mul_of_pos_right hsq hpos]

end DirectRPABareGap
```

```lean
#print axioms DirectRPABareGap.casida_eq
-- 'DirectRPABareGap.casida_eq' depends on axioms: [propext, Classical.choice, Quot.sound]
#print axioms DirectRPABareGap.casida_of_rpa
-- 'DirectRPABareGap.casida_of_rpa' depends on axioms: [propext, Classical.choice, Quot.sound]
#print axioms DirectRPABareGap.card_rpa_le_card_bare
-- 'DirectRPABareGap.card_rpa_le_card_bare' depends on axioms: [propext, Classical.choice, Quot.sound]
```

Q: So it counts eigenvalues of $C$, and I count RPA solutions.

A: That is the one step left to us, and it is short. At fixed $w>0$ the map $(X,Y)\mapsto S(X-Y)$ is linear and sends no nonzero solution to zero, so independent solutions give independent eigenvectors. Different positive $w$ give different $w^2$. Your solutions with $0<w\le\lambda$ are therefore no more numerous than the eigenvalues counted.

Q: I would have said that the $k$-th level lies above the $k$-th gap.

A: That follows by a line of ordinary reasoning. Let $\omega_k^2$ be the $k$-th smallest eigenvalue of $C$, with $\omega_k\ge0$, and set $\lambda=\omega_k$. At least $k$ eigenvalues are counted, so at least $k$ gaps are at most $\omega_k$. "Above" has to mean "at or above", since $K=0$ gives equality.

Q: Could the theorem have been stated for the RPA equations themselves?

A: Yes, by counting the positive eigenvalues of the doubled matrix acting on $(X,Y)$. The conclusion would then speak of frequencies directly. That matrix is not symmetric in general, however, so multiplicity would need a definition and the orthonormal eigenvectors used above would not be at hand.

Q: May I use the same root count with an exchange-correlation kernel?

A: The theorem guarantees it if the total coupling keeps this form and stays positive semidefinite. Without positivity the count can fail. With a single transition of gap $D>0$, $w^2=D^2+2DK$, and any $K$ with $-D/2<K<0$ puts the level below the gap. Exact exchange in the response also changes the form, because the difference of the two RPA equations then no longer contains $D$ alone.
